# Fully stretched states of four spins coupled as (12)(34) and (13)(24) coincide, with recoupling coefficient 1

Suppose I build the maximal-spin state of four spins by coupling the pairs (12) and (34), and a colleague couples (13) and (24). If we don't know how our two states are related, a stray sign between them can spoil every matrix element that mixes our results. The maximal total spin occurs only once in the product space, so normalised states with the same projection can differ by a phase at most. I believe that with the usual positive stretched coefficients even the phase is absent: the components agree one by one, the recoupling coefficient is 1, and the 9j symbol is
$$\frac{1}{\sqrt{(2j_{12}+1)(2j_{34}+1)(2j_{13}+1)(2j_{24}+1)}}.$$
Can this be derived for arbitrary spins and every allowed projection, and checked by machine in Lean?

## The binomials of the intermediate spins cancel

Yes. Describe a spin $j$ by the natural number $a=2j$ and its projection $m$ by $k=j+m$, so that $0\le k\le a$. For a second spin use $b=2j'$ and $l=j'+m'$. The coefficient for coupling the two to total spin $j+j'$ is
$$c(a,k;b,l)=\sqrt{\frac{\binom ak\binom bl}{\binom{a+b}{k+l}}}.$$

**Why this is the right coefficient.** At the top, $c(a,a;b,b)=1$. Below it, the total lowering operator requires
$$\sqrt{(k+1)(a-k)}\,c(a,k+1;b,l)+\sqrt{(l+1)(b-l)}\,c(a,k;b,l+1)=\sqrt{(k+l+1)(a+b-k-l)}\,c(a,k;b,l).$$
If $k=a$ and $l=b$, every square-root prefactor vanishes. Otherwise put $S=\sqrt{\binom ak\binom bl/\binom{a+b}{k+l+1}}$. Since $(k+1)\binom a{k+1}=(a-k)\binom ak$, the first term is $(a-k)S$. In the same way the second is $(b-l)S$ and the right side is $(a+b-k-l)S$, so the two sides agree. The prefactor on the right is nonzero below the top, so the top value and the recursion fix all the coefficients, including their signs.

**Four spins.** Let $a_i=2j_i$ and $k_i=j_i+m_i$. Projections add, so a given product state fixes the projections of both pairs, and its (12)(34) component is a single product:
$$c(a_1+a_2,k_1+k_2;\,a_3+a_4,k_3+k_4)\;c(a_1,k_1;a_2,k_2)\;c(a_3,k_3;a_4,k_4).$$
The binomials $\binom{a_1+a_2}{k_1+k_2}$ and $\binom{a_3+a_4}{k_3+k_4}$ each occur once above and once below the fraction line. What remains is
$$\sqrt{\frac{\binom{a_1}{k_1}\binom{a_2}{k_2}\binom{a_3}{k_3}\binom{a_4}{k_4}}{\binom{a_1+a_2+a_3+a_4}{k_1+k_2+k_3+k_4}}}.$$
This is unchanged when spins 2 and 3 trade places, so the (13)(24) state has the same components.

**Norm.** Fix $M=k_1+k_2+k_3+k_4$. Vandermonde's identity, $\sum_{k_1+k_2=p}\binom{a_1}{k_1}\binom{a_2}{k_2}=\binom{a_1+a_2}{p}$, sums the squared components within each pair. A third use, between the pairs, gives $\binom{a_1+a_2+a_3+a_4}{M}$, which cancels the denominator. The norm is 1, and hence so is the overlap of the two states. The intermediate spins are $j_{12}=j_1+j_2$, $j_{34}=j_3+j_4$, $j_{13}=j_1+j_3$ and $j_{24}=j_2+j_4$. Dividing the overlap by the square root of the product of their four multiplicities gives the 9j value.

**Four spins one half.** Take $a_i=1$ and $M=2$, and look at $|\uparrow\uparrow\downarrow\downarrow\rangle$. In (12)(34) the pairs have indices 2 and 0, and the component is $\sqrt{1/6}\cdot1\cdot1=1/\sqrt6$. In (13)(24) both pairs have index 1, and the component is $\sqrt{4/6}\cdot\sqrt{1/2}\cdot\sqrt{1/2}=1/\sqrt6$. There are six such product states, so the norm is $6\cdot\frac16=1$. All intermediate spins are 1, and the 9j symbol is $1/\sqrt{3^4}=1/9$.

### What the Lean definitions say

`stretchedCG a k b l` is $c(a,k;b,l)$, with natural-number arguments, so half-integer spins need no separate treatment. It vanishes when a projection is out of range.

`coupled` is the product of three coefficients above. The (13)(24) state is `coupled a₁ a₃ a₂ a₄ k₁ k₃ k₂ k₄`, read as a function of `k₁ k₂ k₃ k₄`, so both states refer to the same product basis. The spins are labelled tensor factors, and reordering them brings no fermionic sign.

`overlap M` sums products of real components over all $k_i$ with total $M$. This `M` is an index: the physical projection is $M-J$, with $J=j_1+j_2+j_3+j_4$. The hypothesis `hM` says that $M\le 2J$, which is the allowed range.

`recoupling` is the overlap of the two states, and `nineJ` is defined as that overlap divided by the dimension factor. This is the standard relation between the two quantities, taken here as the definition; the file does not construct the 9j symbol from 3j symbols. `nineJ` carries `M` as an argument, and the final theorem shows that its value is the same for every allowed `M`.

The states are given by their components, and the lowering operator enters through its matrix elements. Only maximal intermediate and total spins are covered. For four local spins in a magnetic cluster, the result means that the pairing order does not affect the state of maximal total spin, whereas lower total spins can require a nontrivial recoupling matrix.

```lean
import Mathlib

open Finset

namespace StretchedRecoupling

noncomputable section

/-- Stretched coupling coefficient of two spins `a = 2j`, `b = 2j'` with projections
`k = j + m`, `l = j' + m'`, for `k ≤ a` and `l ≤ b`; outside this domain it is zero. -/
def stretchedCG (a k b l : ℕ) : ℝ :=
  √((a.choose k : ℝ) * b.choose l / (a + b).choose (k + l))

/-- Component along `|k₁⟩|k₂⟩|k₃⟩|k₄⟩` of the state in which the first two and the last two spins
are coupled to stretched pairs, and the pairs to a stretched total. The projections of the pairs
are `k₁ + k₂` and `k₃ + k₄`. -/
def coupled (a₁ a₂ a₃ a₄ k₁ k₂ k₃ k₄ : ℕ) : ℝ :=
  stretchedCG (a₁ + a₂) (k₁ + k₂) (a₃ + a₄) (k₃ + k₄) *
    (stretchedCG a₁ k₁ a₂ k₂ * stretchedCG a₃ k₃ a₄ k₄)

/-- Overlap of two real four-spin states of total projection index `M`, summed over the product
states with `k₁ + k₂ + k₃ + k₄ = M`. -/
def overlap (M : ℕ) (ψ φ : ℕ → ℕ → ℕ → ℕ → ℝ) : ℝ :=
  ∑ p ∈ antidiagonal M, ∑ q ∈ antidiagonal p.1, ∑ r ∈ antidiagonal p.2,
    ψ q.1 q.2 r.1 r.2 * φ q.1 q.2 r.1 r.2

/-- Recoupling coefficient: the overlap of the stretched (12)(34) and (13)(24) states. -/
def recoupling (a₁ a₂ a₃ a₄ M : ℕ) : ℝ :=
  overlap M (coupled a₁ a₂ a₃ a₄) (fun k₁ k₂ k₃ k₄ => coupled a₁ a₃ a₂ a₄ k₁ k₃ k₂ k₄)

/-- The stretched 9j symbol: the recoupling coefficient divided by the square root of the
product of the multiplicities `2J + 1` of the four intermediate spins. -/
def nineJ (a₁ a₂ a₃ a₄ M : ℕ) : ℝ :=
  recoupling a₁ a₂ a₃ a₄ M /
    √(((a₁ : ℝ) + a₂ + 1) * (a₃ + a₄ + 1) * (a₁ + a₃ + 1) * (a₂ + a₄ + 1))

/-- The stretched coefficient equals one when both spins have maximal projection. -/
theorem stretchedCG_top (a b : ℕ) : stretchedCG a a b b = 1 := by
  simp [stretchedCG]

/-- For projections within range, the stretched coefficients obey the recursion obtained by
applying the total lowering operator `j₋ + j'₋` to a state of total spin `j + j'`. -/
theorem stretchedCG_lowering (a k b l : ℕ) (hk : k ≤ a) (hl : l ≤ b) :
    √(((k : ℝ) + 1) * (a - k)) * stretchedCG a (k + 1) b l +
      √(((l : ℝ) + 1) * (b - l)) * stretchedCG a k b (l + 1) =
    √(((k : ℝ) + l + 1) * (a + b - (k + l))) * stretchedCG a k b l := by
  by_cases htop : k + l = a + b
  · obtain ⟨rfl, rfl⟩ : k = a ∧ l = b := by omega
    simp
  have step : ∀ n i : ℕ, i ≤ n →
      (n.choose (i + 1) : ℝ) * ((i : ℝ) + 1) = n.choose i * ((n : ℝ) - i) := by
    intro n i hi
    rw [← Nat.cast_sub hi]
    exact_mod_cast Nat.choose_succ_right_eq n i
  -- each term is a multiple of one common square root
  have pull : ∀ i d v : ℝ, 0 ≤ i → 0 ≤ d →
      i * v = d * ((a.choose k : ℝ) * b.choose l / (a + b).choose (k + l + 1)) →
      √(i * d) * √v =
        d * √((a.choose k : ℝ) * b.choose l / (a + b).choose (k + l + 1)) := by
    intro i d v hi hd h
    have h' : i * d * v =
        d ^ 2 * ((a.choose k : ℝ) * b.choose l / (a + b).choose (k + l + 1)) := by
      linear_combination d * h
    rw [← Real.sqrt_mul (mul_nonneg hi hd), h', Real.sqrt_mul (sq_nonneg d), Real.sqrt_sq hd]
  have hka : (0 : ℝ) ≤ a - k := sub_nonneg.mpr (by exact_mod_cast hk)
  have hlb : (0 : ℝ) ≤ b - l := sub_nonneg.mpr (by exact_mod_cast hl)
  have hD : (0 : ℝ) ≤ a + b - (k + l) := by linarith
  have hP : ((a + b).choose (k + l + 1) : ℝ) ≠ 0 := by
    exact_mod_cast (Nat.choose_pos (show k + l + 1 ≤ a + b by omega)).ne'
  have hQ : ((a + b).choose (k + l) : ℝ) ≠ 0 := by
    exact_mod_cast (Nat.choose_pos (show k + l ≤ a + b by omega)).ne'
  have e1 := step a k hk
  have e2 := step b l hl
  have e3 := step (a + b) (k + l) (by omega)
  push_cast at e3
  have e4 : ((k : ℝ) + l + 1) / (a + b).choose (k + l) =
      (a + b - (k + l)) / (a + b).choose (k + l + 1) := by
    rw [div_eq_div_iff hQ hP]
    linear_combination e3
  unfold stretchedCG
  rw [show k + 1 + l = k + l + 1 by omega, show k + (l + 1) = k + l + 1 by omega]
  rw [pull _ _ _ (by positivity) hka
      (by linear_combination (b.choose l : ℝ) / (a + b).choose (k + l + 1) * e1),
    pull _ _ _ (by positivity) hlb
      (by linear_combination (a.choose k : ℝ) / (a + b).choose (k + l + 1) * e2),
    pull _ _ _ (by positivity) hD
      (by linear_combination (a.choose k : ℝ) * b.choose l * e4)]
  ring

/-- The components of the stretched four-spin state are square roots of a product of four
binomials over the binomial of the total spin. -/
theorem coupled_components (a₁ a₂ a₃ a₄ k₁ k₂ k₃ k₄ : ℕ) :
    coupled a₁ a₂ a₃ a₄ k₁ k₂ k₃ k₄ =
      √((a₁.choose k₁ : ℝ) * a₂.choose k₂ * a₃.choose k₃ * a₄.choose k₄ /
        (a₁ + a₂ + (a₃ + a₄)).choose (k₁ + k₂ + (k₃ + k₄))) := by
  -- the binomial of an intermediate spin cancels
  have cancel : ∀ a k b l : ℕ, ((a + b).choose (k + l) : ℝ) *
      ((a.choose k : ℝ) * b.choose l / (a + b).choose (k + l)) =
      (a.choose k : ℝ) * b.choose l := by
    intro a k b l
    by_cases h : (a + b).choose (k + l) = 0
    · have h' := Nat.choose_eq_zero_iff.mp h
      rcases (show a < k ∨ b < l by omega) with h1 | h1 <;>
        simp [Nat.choose_eq_zero_of_lt h1]
    · have hR : ((a + b).choose (k + l) : ℝ) ≠ 0 := by exact_mod_cast h
      field_simp
  have key : ∀ u v w : ℝ, 0 ≤ u → 0 ≤ v → √u * (√v * √w) = √(u * (v * w)) := by
    intro u v w hu hv
    rw [Real.sqrt_mul hu, Real.sqrt_mul hv]
  unfold coupled stretchedCG
  rw [key _ _ _ (by positivity) (by positivity)]
  congr 1
  have c1 := cancel a₁ k₁ a₂ k₂
  have c2 := cancel a₃ k₃ a₄ k₄
  rw [div_mul_eq_mul_div, mul_mul_mul_comm, c1, c2]
  ring

/-- The stretched (12)(34) and (13)(24) states have identical components. -/
theorem coupled_exchange (a₁ a₂ a₃ a₄ k₁ k₂ k₃ k₄ : ℕ) :
    coupled a₁ a₂ a₃ a₄ k₁ k₂ k₃ k₄ = coupled a₁ a₃ a₂ a₄ k₁ k₃ k₂ k₄ := by
  rw [coupled_components a₁ a₂ a₃ a₄, coupled_components a₁ a₃ a₂ a₄,
    show a₁ + a₃ + (a₂ + a₄) = a₁ + a₂ + (a₃ + a₄) by omega,
    show k₁ + k₃ + (k₂ + k₄) = k₁ + k₂ + (k₃ + k₄) by omega,
    mul_right_comm (a₁.choose k₁ : ℝ) (a₃.choose k₃ : ℝ) (a₂.choose k₂ : ℝ)]

/-- The stretched four-spin state has unit norm for every allowed total projection. -/
theorem coupled_norm (a₁ a₂ a₃ a₄ M : ℕ) (hM : M ≤ a₁ + a₂ + (a₃ + a₄)) :
    overlap M (coupled a₁ a₂ a₃ a₄) (coupled a₁ a₂ a₃ a₄) = 1 := by
  have hT : ((a₁ + a₂ + (a₃ + a₄)).choose M : ℝ) ≠ 0 := by
    exact_mod_cast (Nat.choose_pos hM).ne'
  -- Vandermonde's identity inside each pair
  have h : ∀ p ∈ antidiagonal M, ∑ q ∈ antidiagonal p.1, ∑ r ∈ antidiagonal p.2,
      coupled a₁ a₂ a₃ a₄ q.1 q.2 r.1 r.2 * coupled a₁ a₂ a₃ a₄ q.1 q.2 r.1 r.2 =
      ((a₁ + a₂).choose p.1 : ℝ) * (a₃ + a₄).choose p.2 /
        (a₁ + a₂ + (a₃ + a₄)).choose M := by
    intro p hp
    rw [Nat.add_choose_eq a₁ a₂ p.1, Nat.add_choose_eq a₃ a₄ p.2]
    simp only [Nat.cast_sum, Nat.cast_mul]
    rw [sum_mul_sum, sum_div]
    refine sum_congr rfl fun q hq => ?_
    rw [sum_div]
    refine sum_congr rfl fun r hr => ?_
    rw [coupled_components, Real.mul_self_sqrt (by positivity), mem_antidiagonal.mp hq,
      mem_antidiagonal.mp hr, mem_antidiagonal.mp hp]
    ring
  -- and once more between the pairs
  have v : ((a₁ + a₂ + (a₃ + a₄)).choose M : ℝ) =
      ∑ p ∈ antidiagonal M, ((a₁ + a₂).choose p.1 : ℝ) * (a₃ + a₄).choose p.2 := by
    exact_mod_cast Nat.add_choose_eq (a₁ + a₂) (a₃ + a₄) M
  unfold overlap
  rw [sum_congr rfl h, ← sum_div, ← v, div_self hT]

/-- The stretched recoupling coefficient is one for every allowed total projection. -/
theorem recoupling_eq_one (a₁ a₂ a₃ a₄ M : ℕ) (hM : M ≤ a₁ + a₂ + (a₃ + a₄)) :
    recoupling a₁ a₂ a₃ a₄ M = 1 := by
  have h : (fun k₁ k₂ k₃ k₄ => coupled a₁ a₃ a₂ a₄ k₁ k₃ k₂ k₄) = coupled a₁ a₂ a₃ a₄ := by
    funext k₁ k₂ k₃ k₄
    exact (coupled_exchange a₁ a₂ a₃ a₄ k₁ k₂ k₃ k₄).symm
  unfold recoupling
  rw [h]
  exact coupled_norm a₁ a₂ a₃ a₄ M hM

/-- For every allowed total projection, the stretched 9j symbol is the inverse square root of
the product of the multiplicities of the four intermediate spins. -/
theorem nineJ_stretched (a₁ a₂ a₃ a₄ M : ℕ) (hM : M ≤ a₁ + a₂ + (a₃ + a₄)) :
    nineJ a₁ a₂ a₃ a₄ M =
      1 / √(((a₁ : ℝ) + a₂ + 1) * (a₃ + a₄ + 1) * (a₁ + a₃ + 1) * (a₂ + a₄ + 1)) := by
  unfold nineJ
  rw [recoupling_eq_one a₁ a₂ a₃ a₄ M hM]

end

end StretchedRecoupling
```

```lean
#print axioms StretchedRecoupling.stretchedCG_top
#print axioms StretchedRecoupling.stretchedCG_lowering
#print axioms StretchedRecoupling.nineJ_stretched
```

```
'StretchedRecoupling.stretchedCG_top' depends on axioms: [propext, Classical.choice, Quot.sound]
'StretchedRecoupling.stretchedCG_lowering' depends on axioms: [propext, Classical.choice, Quot.sound]
'StretchedRecoupling.nineJ_stretched' depends on axioms: [propext, Classical.choice, Quot.sound]
```

### From the lowering recursion to the 9j value

`stretchedCG_top` is the highest-weight value. `stretchedCG_lowering` first treats the top state separately. Its local fact `step` is the binomial identity $(i+1)\binom n{i+1}=(n-i)\binom ni$, and `pull` takes the perfect square out of each root, leaving a multiple of the common root $S$. After three uses of `pull`, `ring` checks that $(a-k)+(b-l)=a+b-(k+l)$.

In `coupled_components`, `key` merges the three square roots into one, and `cancel` removes the binomial of a pair. `cancel` also covers a vanishing pair binomial: then $k+l>a+b$, so one of the two projections is out of range and both sides are zero. The component formula therefore holds for all natural numbers.

`coupled_exchange` applies that formula to both pairings and reorders the sums and factors. It needs no bound on the projections either.

`coupled_norm` follows the Vandermonde argument. The local fact `h` expands both pair binomials with `Nat.add_choose_eq`, turns the product of sums into a double sum, and matches it term by term with the squared components. The fact `v` is the same identity between the pairs. The bound `hM` makes the total binomial nonzero, so the final quotient is 1.

`recoupling_eq_one` uses `coupled_exchange` to show that the two states are equal as functions, which turns their overlap into the norm. `nineJ_stretched` substitutes this 1 into the definition of `nineJ`.
